# $\langle[E_{mk},H]\rangle=F_{mk}-F_{km}$ for symmetric integrals and density matrices

The orbital excitation operators are modelled here by their commutation relations alone. They form a family $E_{pq}$ in an abstract real algebra `A`, with indices in a finite orbital set `n`. No Fock space is built. A state enters as a real linear functional $\langle\cdot\rangle$, written `φ`, which need be neither positive nor normalised.

```lean
import Mathlib

open Matrix
open scoped Kronecker

namespace GeneralisedFock

noncomputable section

variable {n A : Type*} [Fintype n] [DecidableEq n] [Ring A] [Algebra ℝ A]
```

With $[X,Y]=XY-YX$, the assumed relations are those satisfied by $\sum_\sigma a^\dagger_{p\sigma}a_{q\sigma}$, the spin-summed product of creation and annihilation operators for orthonormal orbitals:

$$[E_{pq},E_{rs}]=\delta_{qr}E_{ps}-\delta_{ps}E_{rq}.$$

```lean
/-- The commutation relations of the orbital excitation operators,
`[E_pq, E_rs] = δ_qr E_ps - δ_ps E_rq`. -/
def ExcitationRelations {n A : Type*} [DecidableEq n] [Ring A] (E : n → n → A) : Prop :=
  ∀ p q r s, E p q * E r s - E r s * E p q =
    (if q = r then E p s else 0) - (if s = p then E r q else 0)
```

The two-body operator is $e_{pqrs}=E_{pq}E_{rs}-\delta_{qr}E_{ps}$.

```lean
/-- The two-body excitation operator `e_pqrs = E_pq E_rs - δ_qr E_ps`. -/
def twoBody {n A : Type*} [DecidableEq n] [Ring A] (E : n → n → A) (p q r s : n) : A :=
  E p q * E r s - (if q = r then E p s else 0)
```

For one-electron integrals $h_{pq}$ and two-electron integrals $g_{pqrs}=(pq|rs)$, the Hamiltonian, without a nuclear repulsion constant, is

$$H=\sum_{pq}h_{pq}E_{pq}+\tfrac12\sum_{pqrs}g_{pqrs}e_{pqrs}.$$

```lean
/-- The electronic Hamiltonian `∑ h_pq E_pq + ½ ∑ g_pqrs e_pqrs`. -/
def hamiltonian (E : n → n → A) (h : n → n → ℝ) (g : n → n → n → n → ℝ) : A :=
  (∑ p, ∑ q, h p q • E p q) +
    (1 / 2 : ℝ) • ∑ p, ∑ q, ∑ r, ∑ s, g p q r s • twoBody E p q r s
```

Write $D_{pq}=\langle E_{pq}\rangle$ and $d_{pqrs}=\langle e_{pqrs}\rangle$. The generalised Fock matrix takes its first index from the densities and its second from the integrals:

$$F_{mk}=\sum_q h_{kq}D_{mq}+\sum_{qrs}g_{kqrs}d_{mqrs}.$$

```lean
/-- The generalised Fock matrix `F_mk = ∑ h_kq D_mq + ∑ g_kqrs d_mqrs`, with the density
matrices `D_pq = ⟨E_pq⟩` and `d_pqrs = ⟨e_pqrs⟩`. -/
def fock (φ : A →ₗ[ℝ] ℝ) (E : n → n → A) (h : n → n → ℝ) (g : n → n → n → n → ℝ)
    (m k : n) : ℝ :=
  (∑ q, h k q * φ (E m q)) + ∑ q, ∑ r, ∑ s, g k q r s * φ (twoBody E m q r s)
```

## (a) Pair exchange in the two-body operator

**Show that $e_{pqrs}=e_{rspq}$.**

By definition,

$$e_{pqrs}-e_{rspq}=[E_{pq},E_{rs}]-\delta_{qr}E_{ps}+\delta_{sp}E_{rq}=0.$$

The Lean proof uses the same single commutation relation, with `abel` collecting the terms.

```lean
omit [Fintype n] [Algebra ℝ A] in
/-- The two-body excitation operator is unchanged when its two index pairs are exchanged. -/
theorem twoBody_swap {E : n → n → A} (hE : ExcitationRelations E) (p q r s : n) :
    twoBody E p q r s = twoBody E r s p q := by
  have h1 := hE p q r s
  unfold twoBody
  linear_combination (norm := abel) h1
```

## (b) Commutator with a two-body operator

**Express $[E_{mk},e_{pqrs}]$ through two-body operators.**

A commutator acts as a derivation on products, so

$$\begin{aligned}[E_{mk},e_{pqrs}]={}&(\delta_{kp}E_{mq}-\delta_{qm}E_{pk})E_{rs}+E_{pq}(\delta_{kr}E_{ms}-\delta_{sm}E_{rk})\\&-\delta_{qr}(\delta_{kp}E_{ms}-\delta_{sm}E_{pk}).\end{aligned}$$

Adding and subtracting $\delta_{qm}\delta_{kr}E_{ps}$ completes each product to a two-body operator:

$$[E_{mk},e_{pqrs}]=\delta_{kp}e_{mqrs}-\delta_{qm}e_{pkrs}+\delta_{kr}e_{pqms}-\delta_{sm}e_{pqrk}.$$

In the code, `key` is the derivation rule and `hZ` treats the contraction term. `split_ifs` then goes through the cases of the Kronecker deltas.

```lean
omit [Fintype n] [Algebra ℝ A] in
/-- The commutator of an excitation operator with a two-body excitation operator is a
combination of two-body excitation operators with one index replaced. -/
theorem comm_twoBody {E : n → n → A} (hE : ExcitationRelations E) (m k p q r s : n) :
    E m k * twoBody E p q r s - twoBody E p q r s * E m k =
      (if k = p then twoBody E m q r s else 0) - (if q = m then twoBody E p k r s else 0)
      + (if k = r then twoBody E p q m s else 0)
      - (if s = m then twoBody E p q r k else 0) := by
  -- the commutator acts as a derivation on the product
  have key : ∀ a x y z : A, a * (x * y - z) - (x * y - z) * a =
      (a * x - x * a) * y + x * (a * y - y * a) - (a * z - z * a) := by
    intro a x y z
    noncomm_ring
  have hZ : E m k * (if q = r then E p s else 0) - (if q = r then E p s else 0) * E m k =
      if q = r then ((if k = p then E m s else 0) - (if s = m then E p k else 0)) else 0 := by
    by_cases hqr : q = r
    · simp only [if_pos hqr]
      exact hE m k p s
    · simp only [if_neg hqr, mul_zero, zero_mul, sub_self]
  unfold twoBody
  rw [key, hE m k p q, hE m k r s, hZ]
  simp only [sub_mul, mul_sub, ite_mul, mul_ite, zero_mul, mul_zero]
  split_ifs <;> abel
```

## (c) The commutator with the Hamiltonian

**Find $[E_{mk},H]$ as an operator when $g_{pqrs}=g_{rspq}$.**

The one-body part gives $\sum_q h_{kq}E_{mq}-\sum_p h_{pm}E_{pk}$. By (b), the two-body part is

$$\tfrac12\Big(\sum_{qrs}g_{kqrs}e_{mqrs}-\sum_{prs}g_{pmrs}e_{pkrs}+\sum_{pqs}g_{pqks}e_{pqms}-\sum_{pqr}g_{pqrm}e_{pqrk}\Big).$$

Since $g_{pqks}e_{pqms}=g_{kspq}e_{mspq}$, the third sum equals the first after renaming. Likewise the fourth equals the second. The factor ½ disappears:

$$[E_{mk},H]=\sum_q h_{kq}E_{mq}+\sum_{qrs}g_{kqrs}e_{mqrs}-\sum_p h_{pm}E_{pk}-\sum_{prs}g_{pmrs}e_{pkrs}.$$

The linear map `ad` carries the commutator through the sums. `h3` and `h4` are the two identifications, and `module` adds the halves.

```lean
/-- The commutator `[E_mk, H]` as an operator, for two-electron integrals symmetric under
exchange of the two electrons. -/
theorem comm_hamiltonian {E : n → n → A} (hE : ExcitationRelations E) (h : n → n → ℝ)
    {g : n → n → n → n → ℝ} (hg : ∀ p q r s, g p q r s = g r s p q) (m k : n) :
    E m k * hamiltonian E h g - hamiltonian E h g * E m k =
      ((∑ q, h k q • E m q) + ∑ q, ∑ r, ∑ s, g k q r s • twoBody E m q r s)
      - ((∑ p, h p m • E p k) + ∑ p, ∑ r, ∑ s, g p m r s • twoBody E p k r s) := by
  obtain ⟨ad, had⟩ : ∃ ad : A →ₗ[ℝ] A, ∀ x, ad x = E m k * x - x * E m k :=
    ⟨LinearMap.mulLeft ℝ (E m k) - LinearMap.mulRight ℝ (E m k), fun x => by simp⟩
  have ad1 : ∀ p q, ad (E p q) =
      (if k = p then E m q else 0) - (if q = m then E p k else 0) :=
    fun p q => (had _).trans (hE m k p q)
  have ad2 := fun p q r s => (had (twoBody E p q r s)).trans (comm_twoBody hE m k p q r s)
  have rot : ∀ f : n → n → n → A,
      ∑ a, ∑ b, ∑ c, f a b c = ∑ b, ∑ c, ∑ a, f a b c := fun f =>
    Finset.sum_comm.trans (Finset.sum_congr rfl fun _ _ => Finset.sum_comm)
  -- exchanging the electrons identifies the four two-body sums in pairs
  have h3 : ∑ p, ∑ q, ∑ s, g p q k s • twoBody E p q m s =
      ∑ q, ∑ r, ∑ s, g k q r s • twoBody E m q r s := by
    refine Eq.trans ?_ (rot (fun q r s => g k q r s • twoBody E m q r s)).symm
    refine Finset.sum_congr rfl fun p _ => Finset.sum_congr rfl fun q _ =>
      Finset.sum_congr rfl fun s _ => ?_
    rw [hg p q k s, twoBody_swap hE p q m s]
  have h4 : ∑ p, ∑ q, ∑ r, g p q r m • twoBody E p q r k =
      ∑ p, ∑ r, ∑ s, g p m r s • twoBody E p k r s := by
    refine Eq.trans ?_ (rot (fun p r s => g p m r s • twoBody E p k r s)).symm
    refine Finset.sum_congr rfl fun p _ => Finset.sum_congr rfl fun q _ =>
      Finset.sum_congr rfl fun r _ => ?_
    rw [hg p q r m, twoBody_swap hE p q r k]
  rw [← had]
  unfold hamiltonian
  simp only [map_add, map_sum, map_smul, ad1, ad2, smul_sub, smul_add, smul_ite, smul_zero,
    Finset.sum_sub_distrib, Finset.sum_add_distrib, Finset.sum_ite_irrel,
    Finset.sum_const_zero, Finset.sum_ite_eq, Finset.sum_ite_eq', Finset.mem_univ, if_true]
  rw [h3, h4]
  module
```

A neighbouring result follows by hand: set $k=m$ and sum over $m$. The positive and negative sums then coincide, so $\sum_m E_{mm}$, the particle-number operator, commutes with $H$.

## (d) The expectation value

**Assume also $h_{pq}=h_{qp}$, $g_{pqrs}=g_{qpsr}$, $D_{pq}=D_{qp}$ and $d_{pqrs}=d_{qpsr}$. Show that $\langle[E_{mk},H]\rangle=F_{mk}-F_{km}$.**

Apply the functional to (c). The positive terms are $F_{mk}$ by definition. In the negative terms, the symmetries give

$$\sum_p h_{pm}D_{pk}=\sum_p h_{mp}D_{kp},\qquad \sum_{prs}g_{pmrs}d_{pkrs}=\sum_{prs}g_{mpsr}d_{kpsr}.$$

After renaming indices, these are the two parts of $F_{km}$. They appear in the code as `a` and `b`.

The integral conditions `hh`, `hg` and `hg'` hold for real orbitals and a real one-electron operator (no magnetic field); the full eightfold symmetry of $g$ is more than is needed. The density conditions `hD` and `hd` hold for real wave functions. A complex state, such as one carrying a current, can have complex density matrix elements, with $D_{qp}=\overline{D_{pq}}$; a real-valued functional then captures only the real parts of its expectation values. These real parts do satisfy `hD` and `hd`.

```lean
/-- The expectation value of `[E_mk, H]` is the antisymmetric difference `F_mk - F_km` of the
generalised Fock matrix, for symmetric integrals and symmetric density matrices. -/
theorem expectation_commutator {E : n → n → A} (hE : ExcitationRelations E)
    {h : n → n → ℝ} (hh : ∀ p q, h p q = h q p) {g : n → n → n → n → ℝ}
    (hg : ∀ p q r s, g p q r s = g r s p q) (hg' : ∀ p q r s, g p q r s = g q p s r)
    (φ : A →ₗ[ℝ] ℝ) (hD : ∀ p q, φ (E p q) = φ (E q p))
    (hd : ∀ p q r s, φ (twoBody E p q r s) = φ (twoBody E q p s r)) (m k : n) :
    φ (E m k * hamiltonian E h g - hamiltonian E h g * E m k) =
      fock φ E h g m k - fock φ E h g k m := by
  have a : ∑ p, h p m * φ (E p k) = ∑ q, h m q * φ (E k q) :=
    Finset.sum_congr rfl fun p _ => by rw [hh p m, hD p k]
  have b : ∑ p, ∑ r, ∑ s, g p m r s * φ (twoBody E p k r s) =
      ∑ q, ∑ r, ∑ s, g m q r s * φ (twoBody E k q r s) := by
    refine Finset.sum_congr rfl fun p _ => ?_
    refine Finset.sum_comm.trans ?_
    refine Finset.sum_congr rfl fun s _ => Finset.sum_congr rfl fun r _ => ?_
    rw [hg' p m r s, hd p k r s]
  rw [comm_hamiltonian hE h hg]
  simp only [map_sub, map_add, map_sum, map_smul, smul_eq_mul]
  rw [a, b]
  rfl
```

## (e) Orbital stationarity

**Show that $\langle[E_{mk}-E_{km},H]\rangle=0$ for all $m,k$ exactly when $F$ is symmetric, under the symmetry assumptions of (c) and (d).**

Using (d) twice,

$$\langle[E_{mk}-E_{km},H]\rangle=(F_{mk}-F_{km})-(F_{km}-F_{mk})=2(F_{mk}-F_{km}).$$

The Lean proof splits the commutator in the same way and leaves the linear arithmetic to `linarith`.

For a normalised real multiconfigurational wave function in a finite orbital basis, these expectation values are, up to sign, the energy derivatives with respect to orbital rotations. Symmetry of $F$ is therefore the orbital part of the stationarity condition; it concerns neither the configuration coefficients nor whether the stationary point is a minimum.

```lean
/-- The expectation values of `[E_mk - E_km, H]` all vanish exactly when the generalised Fock
matrix is symmetric. -/
theorem stationary_iff_fock_symmetric {E : n → n → A} (hE : ExcitationRelations E)
    {h : n → n → ℝ} (hh : ∀ p q, h p q = h q p) {g : n → n → n → n → ℝ}
    (hg : ∀ p q r s, g p q r s = g r s p q) (hg' : ∀ p q r s, g p q r s = g q p s r)
    (φ : A →ₗ[ℝ] ℝ) (hD : ∀ p q, φ (E p q) = φ (E q p))
    (hd : ∀ p q r s, φ (twoBody E p q r s) = φ (twoBody E q p s r)) :
    (∀ m k, φ ((E m k - E k m) * hamiltonian E h g
        - hamiltonian E h g * (E m k - E k m)) = 0) ↔
      ∀ m k, fock φ E h g m k = fock φ E h g k m := by
  have split : ∀ x y z : A, (x - y) * z - z * (x - y) = (x * z - z * x) - (y * z - z * y) := by
    intro x y z
    noncomm_ring
  refine forall_congr' fun m => forall_congr' fun k => ?_
  rw [split, map_sub φ (E m k * hamiltonian E h g - hamiltonian E h g * E m k),
    expectation_commutator hE hh hg hg' φ hD hd m k,
    expectation_commutator hE hh hg hg' φ hD hd k m]
  constructor <;> intro h0 <;> linarith
```

## (f) The energy from the trace

**Express $\langle H\rangle$ through $F$.**

Setting $k=m$ in the definition and summing gives

$$\sum_m F_{mm}=\sum_{mq}h_{mq}D_{mq}+\sum_{mqrs}g_{mqrs}d_{mqrs}.$$

The two-body sum enters $\langle H\rangle$ with weight ½, hence

$$\langle H\rangle=\tfrac12\Big(\sum_{pq}h_{pq}D_{pq}+\sum_m F_{mm}\Big).$$

For a normalised state, $\langle H\rangle$ is the electronic energy without the nuclear repulsion; the identity itself holds for any linear functional. Neither the commutation relations nor any symmetry is used. The proof unfolds the definitions and uses linearity.

```lean
/-- The energy is half the sum of the one-electron energy and the trace of the generalised
Fock matrix. -/
theorem energy_eq_fock_trace (φ : A →ₗ[ℝ] ℝ) (E : n → n → A) (h : n → n → ℝ)
    (g : n → n → n → n → ℝ) :
    φ (hamiltonian E h g) =
      1 / 2 * ((∑ p, ∑ q, h p q * φ (E p q)) + ∑ m, fock φ E h g m m) := by
  simp only [hamiltonian, fock, map_add, map_sum, map_smul, smul_eq_mul,
    Finset.sum_add_distrib]
  ring
```

## (g) A two-particle realisation

**Find operators and states that satisfy the assumptions on $E$, $D$ and $d$.**

Let $u_{pq}$ be the matrix units, with $u_{pq}u_{rs}=\delta_{qr}u_{ps}$. On the space of two distinguishable particles take

$$E_{pq}=u_{pq}\otimes1+1\otimes u_{pq}.$$

```lean
/-- Excitation operators of two distinguishable particles, `u_pq ⊗ 1 + 1 ⊗ u_pq` with the
matrix units `u_pq`. -/
def pairE (p q : n) : Matrix (n × n) (n × n) ℝ :=
  Matrix.single p q (1 : ℝ) ⊗ₖ (1 : Matrix n n ℝ) +
    (1 : Matrix n n ℝ) ⊗ₖ Matrix.single p q (1 : ℝ)
```

For a real vector $v$, take the functional $X\mapsto v\cdot Xv$. The vector is not normalised in the code; for $v\neq0$, physical expectation values are obtained on dividing by $v\cdot v$.

```lean
/-- The quadratic form `X ↦ v · X v` of a real vector, as a linear functional of `X`. -/
def expect {N : Type*} [Fintype N] (v : N → ℝ) : Matrix N N ℝ →ₗ[ℝ] ℝ where
  toFun X := v ⬝ᵥ X *ᵥ v
  map_add' X Y := by simp [Matrix.add_mulVec, dotProduct_add]
  map_smul' c X := by simp [Matrix.smul_mulVec, dotProduct_smul]
```

Multiplying out,

$$E_{pq}E_{rs}=\delta_{qr}E_{ps}+u_{pq}\otimes u_{rs}+u_{rs}\otimes u_{pq}.$$

The last two terms together are unchanged when the pairs $pq$ and $rs$ are exchanged, so they cancel in the commutator and the required relations remain. They also equal $e_{pqrs}$, which is not identically zero once there is an orbital: $e_{pppp}=2\,u_{pp}\otimes u_{pp}$.

Transposition gives $E_{pq}^T=E_{qp}$ and $e_{pqrs}^T=e_{qpsr}$. Since $v\cdot X^Tv=v\cdot Xv$, both density symmetries follow. In the code, `hE` checks the relations, `hT` transposes $E$, and `hφ` is the invariance of the expectation value; the two-body case also uses (a), because transposition reverses products.

```lean
/-- The two-particle operators `pairE` obey the excitation relations, and every real
two-particle vector gives them symmetric one- and two-body density matrices. -/
theorem expectation_commutator_witness (v : n × n → ℝ) :
    ExcitationRelations (pairE (n := n)) ∧
    (∀ p q : n, expect v (pairE p q) = expect v (pairE q p)) ∧
    ∀ p q r s : n, expect v (twoBody pairE p q r s) = expect v (twoBody pairE q p s r) := by
  have unit : ∀ p q r s : n, Matrix.single p q (1 : ℝ) * Matrix.single r s (1 : ℝ) =
      if q = r then Matrix.single p s (1 : ℝ) else 0 := by
    intro p q r s
    by_cases hqr : q = r
    · subst hqr
      simp
    · simp [hqr]
  have hE : ExcitationRelations (pairE (n := n)) := by
    intro p q r s
    simp only [pairE, Matrix.add_mul, Matrix.mul_add, ← Matrix.mul_kronecker_mul,
      Matrix.one_mul, Matrix.mul_one, unit]
    split_ifs <;> (try simp only [Matrix.zero_kronecker, Matrix.kronecker_zero]) <;> abel
  have hT : ∀ p q : n, (pairE p q)ᵀ = pairE q p := by
    intro p q
    simp [pairE, Matrix.transpose_add, ← Matrix.kroneckerMap_transpose]
  -- a real expectation value does not see transposition
  have hφ : ∀ X : Matrix (n × n) (n × n) ℝ, expect v Xᵀ = expect v X := by
    intro X
    change v ⬝ᵥ Xᵀ *ᵥ v = v ⬝ᵥ X *ᵥ v
    rw [Matrix.mulVec_transpose, ← Matrix.dotProduct_mulVec v X v |>.symm, dotProduct_comm]
  refine ⟨hE, fun p q => ?_, fun p q r s => ?_⟩
  · rw [← hT q p, hφ]
  · rw [twoBody_swap hE q p s r, ← hφ (twoBody pairE p q r s)]
    congr 1
    by_cases hqr : q = r
    · subst hqr
      simp [twoBody, Matrix.transpose_sub, Matrix.transpose_mul, hT]
    · simp [twoBody, Matrix.transpose_mul, hT, hqr, Ne.symm hqr]

end

end GeneralisedFock
```

```lean
#print axioms GeneralisedFock.stationary_iff_fock_symmetric
#print axioms GeneralisedFock.energy_eq_fock_trace
```

```
'GeneralisedFock.stationary_iff_fock_symmetric' depends on axioms: [propext, Classical.choice, Quot.sound]
'GeneralisedFock.energy_eq_fock_trace' depends on axioms: [propext, Classical.choice, Quot.sound]
```
